# For Hermitian V, the first Born S-matrix 1 − iV is unitary only if V = 0

My scattering probabilities add up to more than one. I have a few open channels at fixed energy, coupled by a Hermitian matrix V, and I use the first Born approximation: I put T = V in S = 1 − iT. Nothing in the model creates particles, yet more flux comes out than goes in. Is this a bug, or could some other Hermitian V cure it?

## The excess flux is the squared norm of Va

It need not be a bug, and no nonzero Hermitian V cures it for all incoming amplitudes. For any square matrix T, with ᴴ denoting the conjugate transpose,

SᴴS = (1 + iTᴴ)(1 − iT) = 1 − i(T − Tᴴ) + TᴴT.

So S is unitary exactly when

i(T − Tᴴ) = TᴴT,

which is the optical theorem in matrix form. If T = V is Hermitian, the left side is zero, and

SᴴS = 1 + V².

Unitarity would then require VᴴV = 0. Each diagonal entry of VᴴV is the sum of the squared moduli in one column of V, so V = 0.

For a vector a of incoming amplitudes, with ‖a‖ its Euclidean norm, taking the expectation value of SᴴS gives

‖Sa‖² = ‖a‖² + ‖Va‖².

Hence ‖Sa‖ ≥ ‖a‖, and flux is conserved exactly when Va = 0.

With one channel and V = v real, S = 1 − iv and |S|² = 1 + v². At v = 0.1 the outgoing flux is 1% too large. The excess is of second order in v, so it becomes small beside the incoming flux at weak coupling. It never becomes small beside the scattered flux ‖Va‖², because it is equal to it.

## Heitler's T-matrix restores unitarity

The flux balance also supplies a repair. If (1 − iV)a = 0, then 0 = ‖a‖² + ‖Va‖², so a = 0 and 1 − iV is invertible. Applying this to −V/2 shows that A = 1 + iV/2 is invertible. Take T = VA⁻¹. Since Aᴴ = A − iV,

S = 1 − iVA⁻¹ = (A − iV)A⁻¹ = AᴴA⁻¹.

A and Aᴴ commute, so

SᴴS = (A⁻¹)ᴴAAᴴA⁻¹ = (A⁻¹)ᴴAᴴAA⁻¹ = 1.

In the one-channel case this S is (1 − iv/2)/(1 + iv/2), a pure phase. Unitarity alone does not make the result accurate: higher-order scattering through intermediate states away from the fixed energy is still left out.

## Channels, flux and conventions in Lean

The finite type `n` labels the channels, and `sMatrix T` is 1 − iT. Textbooks often put a factor such as 2π or a density of states in front of T; here it is absorbed into T, and therefore also into V, so that both are dimensionless. `flux a` is the sum of squared moduli, which is a physical flux only if the amplitudes are flux-normalised. The norm theorem uses `WithLp.toLp 2` to select the Euclidean norm.

The hypothesis `V.IsHermitian` stands for an interaction without absorption or gain. That a given potential or device reduces to such a finite matrix between open channels at one energy is assumed. Within that finite-channel model, the result bears on quantum transport: a total probability above one can come from the Born approximation itself.

```lean
import Mathlib

open Matrix
open scoped ComplexOrder

namespace BornUnitarity

noncomputable section

variable {n : Type*} [Fintype n]

/-- The total flux carried by the channel amplitudes `a`: the sum of `|a i|²`. -/
def flux (a : n → ℂ) : ℝ := ∑ i, ‖a i‖ ^ 2

/-- The flux vanishes exactly when all channel amplitudes vanish. -/
theorem flux_eq_zero (a : n → ℂ) : flux a = 0 ↔ a = 0 := by
  unfold flux
  rw [Finset.sum_eq_zero_iff_of_nonneg (fun i _ => sq_nonneg ‖a i‖)]
  constructor
  · intro h
    funext i
    have hi := h i (Finset.mem_univ i)
    simpa using hi
  · intro h i _
    simp [h]

variable [DecidableEq n]

/-- The scattering matrix `S = 1 - iT` belonging to the T-matrix `T`. -/
def sMatrix (T : Matrix n n ℂ) : Matrix n n ℂ := 1 - Complex.I • T

/-- The T-matrix `V (1 + iV/2)⁻¹` of Heitler's damping equation when `1 + iV/2` is invertible;
otherwise Lean's matrix inverse is zero, and so is this matrix. -/
def heitlerT (V : Matrix n n ℂ) : Matrix n n ℂ :=
  V * (1 + (Complex.I / 2) • V)⁻¹

/-- For any T-matrix, `SᴴS = 1 - i(T - Tᴴ) + TᴴT`. -/
theorem sMatrix_gram (T : Matrix n n ℂ) :
    (sMatrix T)ᴴ * sMatrix T = 1 - Complex.I • (T - Tᴴ) + Tᴴ * T := by
  have h : (sMatrix T)ᴴ = 1 + Complex.I • Tᴴ := by
    simp [sMatrix, Matrix.conjTranspose_sub, Matrix.conjTranspose_smul]
  rw [h, sMatrix]
  simp only [Matrix.mul_sub, Matrix.add_mul, Matrix.mul_smul, Matrix.smul_mul,
    Matrix.mul_one, Matrix.one_mul, smul_add, smul_smul, Complex.I_mul_I]
  module

/-- Optical theorem in matrix form: `S = 1 - iT` is unitary exactly when
`i(T - Tᴴ) = TᴴT`. -/
theorem unitary_iff_optical (T : Matrix n n ℂ) :
    sMatrix T ∈ Matrix.unitaryGroup n ℂ ↔ Complex.I • (T - Tᴴ) = Tᴴ * T := by
  rw [Matrix.mem_unitaryGroup_iff', Matrix.star_eq_conjTranspose, sMatrix_gram]
  constructor
  · intro h
    linear_combination (norm := module) (-1 : ℂ) • h
  · intro h
    rw [h, sub_add_cancel]

/-- In the first Born approximation `T = V` with `V` Hermitian, `SᴴS = 1 + V²`. -/
theorem born_gram {V : Matrix n n ℂ} (hV : V.IsHermitian) :
    (sMatrix V)ᴴ * sMatrix V = 1 + V ^ 2 := by
  rw [sMatrix_gram, hV.eq, sub_self, smul_zero, sub_zero, sq]

/-- For a Hermitian interaction `V`, the first Born S-matrix `1 - iV` is unitary
exactly when `V = 0`. -/
theorem born_unitary_iff {V : Matrix n n ℂ} (hV : V.IsHermitian) :
    sMatrix V ∈ Matrix.unitaryGroup n ℂ ↔ V = 0 := by
  -- the left side of the optical theorem vanishes for a Hermitian T-matrix
  have h : Complex.I • (V - Vᴴ) = 0 := by
    rw [hV.eq, sub_self, smul_zero]
  rw [unitary_iff_optical, h]
  exact eq_comm.trans Matrix.conjTranspose_mul_self_eq_zero

/-- Flux balance of the first Born approximation for Hermitian `V`: the outgoing flux
is the incoming flux plus the flux of the scattered amplitudes `V a`. -/
theorem born_flux {V : Matrix n n ℂ} (hV : V.IsHermitian) (a : n → ℂ) :
    flux (sMatrix V *ᵥ a) = flux a + flux (V *ᵥ a) := by
  have key : ∀ b : n → ℂ, (flux b : ℂ) = star b ⬝ᵥ b := by
    intro b
    simp only [flux, dotProduct, Complex.ofReal_sum, Complex.ofReal_pow]
    exact Finset.sum_congr rfl fun i _ => (Complex.conj_mul' (b i)).symm
  -- the flux after a matrix M is the expectation value of MᴴM
  have key2 : ∀ M : Matrix n n ℂ,
      (flux (M *ᵥ a) : ℂ) = star a ⬝ᵥ ((Mᴴ * M) *ᵥ a) := by
    intro M
    rw [key, Matrix.star_mulVec, ← Matrix.dotProduct_mulVec, Matrix.mulVec_mulVec]
  have h : (flux (sMatrix V *ᵥ a) : ℂ) = (flux a : ℂ) + (flux (V *ᵥ a) : ℂ) := by
    rw [key2 (sMatrix V), key2 V, key a, born_gram hV, hV.eq, sq,
      Matrix.add_mulVec, Matrix.one_mulVec, dotProduct_add]
  exact_mod_cast h

/-- For Hermitian `V`, the first Born S-matrix never shortens an amplitude vector:
`‖a‖ ≤ ‖S a‖` in the Euclidean norm. -/
theorem born_norm_le {V : Matrix n n ℂ} (hV : V.IsHermitian) (a : n → ℂ) :
    ‖(WithLp.toLp 2 a : EuclideanSpace ℂ n)‖ ≤
      ‖(WithLp.toLp 2 (sMatrix V *ᵥ a) : EuclideanSpace ℂ n)‖ := by
  have h0 : 0 ≤ flux (V *ᵥ a) := Finset.sum_nonneg fun i _ => sq_nonneg _
  have h : flux a ≤ flux (sMatrix V *ᵥ a) := by
    linarith [born_flux hV a]
  rw [EuclideanSpace.norm_eq, EuclideanSpace.norm_eq]
  exact Real.sqrt_le_sqrt h

/-- For Hermitian `V`, the first Born approximation conserves the flux of `a` exactly
when `V a = 0`. -/
theorem born_flux_conserved_iff {V : Matrix n n ℂ} (hV : V.IsHermitian) (a : n → ℂ) :
    flux (sMatrix V *ᵥ a) = flux a ↔ V *ᵥ a = 0 := by
  rw [born_flux hV, ← flux_eq_zero (V *ᵥ a)]
  constructor <;> intro h <;> linarith

/-- For Hermitian `V`, the first Born S-matrix `1 - iV` has an invertible determinant. -/
theorem born_isUnit_det {V : Matrix n n ℂ} (hV : V.IsHermitian) :
    IsUnit (sMatrix V).det := by
  rw [isUnit_iff_ne_zero]
  intro hdet
  -- a nonzero vector in the kernel would lose all its flux, but the flux never decreases
  obtain ⟨a, ha, h0⟩ := Matrix.exists_mulVec_eq_zero_iff.mpr hdet
  have hb := born_flux hV a
  rw [h0, (flux_eq_zero (0 : n → ℂ)).mpr rfl] at hb
  have h1 : 0 ≤ flux a := Finset.sum_nonneg fun i _ => sq_nonneg _
  have h2 : 0 ≤ flux (V *ᵥ a) := Finset.sum_nonneg fun i _ => sq_nonneg _
  exact ha ((flux_eq_zero a).mp (by linarith))

/-- Heitler's T-matrix restores unitarity: for every Hermitian `V`, the S-matrix
`1 - iV(1 + iV/2)⁻¹` is unitary. -/
theorem heitler_unitary {V : Matrix n n ℂ} (hV : V.IsHermitian) :
    sMatrix (heitlerT V) ∈ Matrix.unitaryGroup n ℂ := by
  have hW : ((-(1 / 2) : ℂ) • V).IsHermitian := by
    rw [Matrix.IsHermitian, Matrix.conjTranspose_smul, hV.eq]
    congr 1
    simp
  obtain ⟨A, hA⟩ : ∃ A : Matrix n n ℂ, A = 1 + (Complex.I / 2) • V := ⟨_, rfl⟩
  have hAS : A = sMatrix ((-(1 / 2) : ℂ) • V) := by
    rw [hA, sMatrix]
    module
  have hdet : IsUnit A.det := by
    rw [hAS]
    exact born_isUnit_det hW
  have hinv : A * A⁻¹ = 1 := Matrix.mul_nonsing_inv A hdet
  have hAH : Aᴴ = A - Complex.I • V := by
    have hs : star (Complex.I / 2) = -(Complex.I / 2) := by
      simp [neg_div]
    rw [hA, Matrix.conjTranspose_add, Matrix.conjTranspose_one,
      Matrix.conjTranspose_smul, hV.eq, hs]
    module
  -- A and its adjoint commute, both being polynomials in V
  have hcomm : A * Aᴴ = Aᴴ * A := by
    rw [hAH, hA]
    simp only [Matrix.mul_sub, Matrix.sub_mul, Matrix.add_mul, Matrix.mul_add,
      Matrix.mul_smul, Matrix.smul_mul, Matrix.mul_one, Matrix.one_mul]
    module
  -- the S-matrix is the Cayley quotient of the adjoint of A by A
  have hS : sMatrix (heitlerT V) = Aᴴ * A⁻¹ := by
    rw [sMatrix, heitlerT, ← hA, hAH, Matrix.sub_mul, hinv, Matrix.smul_mul]
  rw [Matrix.mem_unitaryGroup_iff', Matrix.star_eq_conjTranspose, hS,
    Matrix.conjTranspose_mul, Matrix.conjTranspose_conjTranspose]
  calc (A⁻¹)ᴴ * A * (Aᴴ * A⁻¹) = (A⁻¹)ᴴ * (A * Aᴴ) * A⁻¹ := by
        simp only [Matrix.mul_assoc]
    _ = ((A⁻¹)ᴴ * Aᴴ) * (A * A⁻¹) := by
        rw [hcomm]
        simp only [Matrix.mul_assoc]
    _ = 1 := by
        rw [← Matrix.conjTranspose_mul, hinv, Matrix.conjTranspose_one, Matrix.one_mul]

end

end BornUnitarity
```

```lean
#print axioms BornUnitarity.born_unitary_iff
-- 'BornUnitarity.born_unitary_iff' depends on axioms: [propext, Classical.choice, Quot.sound]
#print axioms BornUnitarity.born_norm_le
-- 'BornUnitarity.born_norm_le' depends on axioms: [propext, Classical.choice, Quot.sound]
#print axioms BornUnitarity.born_flux_conserved_iff
-- 'BornUnitarity.born_flux_conserved_iff' depends on axioms: [propext, Classical.choice, Quot.sound]
#print axioms BornUnitarity.heitler_unitary
-- 'BornUnitarity.heitler_unitary' depends on axioms: [propext, Classical.choice, Quot.sound]
```

## From the matrix expansion to the repaired S-matrix

`sMatrix_gram` is the expansion of SᴴS: `simp` multiplies out the product and `module` collects the terms. `unitary_iff_optical` rearranges it into the optical theorem. `born_gram` and `born_unitary_iff` insert Vᴴ = V; the latter ends with the fact that VᴴV = 0 forces V = 0.

In `born_flux`, `key` writes the flux as a complex inner product, and `key2` turns the flux after a matrix M into the expectation value of MᴴM. Substituting `born_gram` gives the balance, which `exact_mod_cast` carries back to the real numbers. `born_norm_le` drops the nonnegative term and takes square roots, while `born_flux_conserved_iff` uses `flux_eq_zero` to identify when that term vanishes.

`born_isUnit_det` argues by contradiction: a zero determinant would give a nonzero kernel vector, which the balance excludes. In `heitler_unitary`, `hAS` identifies A with the Born S-matrix of −V/2, so A is invertible. `hcomm` proves that A and Aᴴ commute, `hS` gives S = AᴴA⁻¹, and the `calc` block is the final product above.
